# Reversing the order of the cells transposes a hopping matrix with v on the diagonal and w just above it

The model is a finite chain of `N` cells with open ends and no interactions, whose real hopping matrix H has the same entry v everywhere on the diagonal, the same entry w everywhere on the superdiagonal, and zeros elsewhere. The theorem says that applying H to a vector y with its components in reverse order gives the same result as applying the transpose of H to y and then reversing the outcome. It holds for every real vector y, normalised or not. The attempt fixes one component `i`, and aims to match the sum on the left term by term with a reversed copy of the sum on the right, then to undo the reversal by reindexing with `Fin.revPerm`.

Lean 4 with Mathlib refuses this proof:

```lean
import Mathlib

open Matrix

namespace HopReverse

/-- The hopping matrix across `N` cells: `v` on the diagonal, `w` on the superdiagonal. -/
def hop (N : ℕ) (v w : ℝ) : Matrix (Fin N) (Fin N) ℝ :=
  Matrix.of fun i j => (if j = i then v else 0) + (if (j : ℕ) = (i : ℕ) + 1 then w else 0)

/-- Transposing the hopping matrix amounts to exchanging the two edges. -/
theorem hop_reverse {N : ℕ} (v w : ℝ) (y : Fin N → ℝ) :
    hop N v w *ᵥ (y ∘ Fin.rev) = ((hop N v w)ᵀ *ᵥ y) ∘ Fin.rev := by
  funext i
  refine Eq.trans (Finset.sum_congr rfl fun j _ => ?_) (Equiv.sum_comp Fin.revPerm
    (fun j => hop N v w j i.rev * y j))
  have h1 : i.rev = j.rev ↔ j = i := by rw [Fin.rev_inj, eq_comm]
  have h2 : (i.rev : ℕ) = (j.rev : ℕ) + 1 ↔ (j : ℕ) = (i : ℕ) + 1 := by
    have hi := i.isLt
    have hj := j.isLt
    simp only [Fin.val_rev]
    omega
  simp only [hop, Matrix.of_apply, Fin.revPerm_apply, h1, h2, Function.comp_apply]

end HopReverse
```

Messages:

```
Main.lean:15:18: error: Application type mismatch: The argument
  Finset.sum_congr rfl fun j x => ?m.46
has type
  Finset.sum ?m.43 ?m.40 = Finset.sum ?m.43 ?m.41
but is expected to have type
  (hop N v w *ᵥ y ∘ Fin.rev) i = ?m.33
in the application
  Eq.trans (Finset.sum_congr rfl fun j x => ?m.46)
Main.lean:17:2: error: No goals to be solved
```

Lean accepts the file once it reads:

```diff
@@ -13,7 +13,8 @@
     hop N v w *ᵥ (y ∘ Fin.rev) = ((hop N v w)ᵀ *ᵥ y) ∘ Fin.rev := by
   funext i
+  show ∑ j, hop N v w i j * y j.rev = ∑ j, hop N v w j i.rev * y j
   refine Eq.trans (Finset.sum_congr rfl fun j _ => ?_) (Equiv.sum_comp Fin.revPerm
     (fun j => hop N v w j i.rev * y j))
-  have h1 : i.rev = j.rev ↔ j = i := by rw [Fin.rev_inj, eq_comm]
+  have h1 : i.rev = j.rev ↔ j = i := Fin.rev_inj.trans eq_comm
   have h2 : (i.rev : ℕ) = (j.rev : ℕ) + 1 ↔ (j : ℕ) = (i : ℕ) + 1 := by
     have hi := i.isLt
@@ -21,5 +22,5 @@
     simp only [Fin.val_rev]
     omega
-  simp only [hop, Matrix.of_apply, Fin.revPerm_apply, h1, h2, Function.comp_apply]
+  simp only [hop, Matrix.of_apply, Fin.revPerm_apply, h1, h2]
 
 end HopReverse
```

What went wrong. The first message concerns the first argument of `Eq.trans`. `Finset.sum_congr` proves an equation between two sums, but the left side of the goal is `(hop N v w *ᵥ y ∘ Fin.rev) i`, a component of a matrix-vector product. That component is a sum by definition, yet Lean did not unfold it to match a `Finset.sum` whose index set and summand were still unknown. The added `show` line writes both sides as explicit sums, which Lean accepts because they are equal by definition, and `Finset.sum_congr` then fits.

The second message, at `have h1`, follows from the first: after the error in `refine` no goal was left open, so the next tactic had nothing to work on. It disappears once `refine` succeeds.

The other two changes are tidying. `h1` is now proved by a direct term instead of `rw`, and `Function.comp_apply` is dropped from the last `simp only` because the `show` line already writes `y j.rev` without a composition.
